# With α > 0, damped iteration for a Hermitian resolvent converges from every start exactly when α|z − l_k|² < 2 Im z for all k

Let \(H\) be a finite Hermitian matrix with eigenvalues \(l_k\), let \(z\) be a complex number that is not one of them, and let \(\alpha>0\). Write \(G(z)=(z-H)^{-1}\). For any fixed vector \(b\), the iteration

\[
x_{m+1}=x_m-i\alpha\,\bigl(b-(z-H)x_m\bigr)
\]

converges to \(G(z)b\) from every starting vector \(x_0\) if and only if

\[
\alpha\,|z-l_k|^2<2\,\mathrm{Im}\,z\qquad\text{for all }k .
\]

If \(\mathrm{Im}\,z>0\), every sufficiently small positive \(\alpha\) satisfies this condition.

## Green's function vectors from matrix–vector products

The vector \(G(z)b\) is the response of a system with Hamiltonian \(H\) to a source \(b\) at complex energy \(z\). Its overlap with another vector is a matrix element of the Green's function, from which spectra and local densities of states are obtained. For a Hamiltonian represented by a finite matrix in an orthonormal basis, the iteration uses \(H\) only through its products with vectors, and the criterion says which positive step sizes make it converge to \(G(z)b\) from every start.

A positive imaginary part of \(z\) broadens the levels. It also supplies the damping: it makes the error shrink to first order in \(\alpha\). The term \(\alpha|z-l_k|^2\) is the price of a finite step, and it is largest for the levels farthest from \(z\). The inequality requires the damping to win for every level.

## Each eigenmode of the error has its own factor

Let \(\varphi_k\) be orthonormal eigenvectors of \(H\), so that \(H\varphi_k=l_k\varphi_k\). Every vector is a sum \(y=\sum_k c_k\varphi_k\), and

\[
(z-H)\sum_k c_k\varphi_k=\sum_k c_k(z-l_k)\varphi_k .
\]

Since \(z\neq l_k\) for all \(k\), the vector \(\sum_k \frac{c_k}{z-l_k}\varphi_k\) is mapped to \(y\). The square matrix \(z-H\) is therefore surjective, hence invertible, and \(x_*=G(z)b\) satisfies \((z-H)x_*=b\).

Let \(e_m=x_m-x_*\) be the error after \(m\) steps. Then

\[
b-(z-H)x_m=b-(z-H)x_*-(z-H)e_m=-(z-H)e_m ,
\]

and subtracting \(x_*\) from the update gives

\[
e_{m+1}=e_m+i\alpha(z-H)e_m .
\]

If \(e_0=\sum_k c_k\varphi_k\), repeated application yields

\[
e_m=\sum_k c_k\,\mu_k^m\,\varphi_k,\qquad \mu_k=1+i\alpha(z-l_k).
\]

## The modulus of the factor gives the criterion

Write \(z=E+i\eta\) with \(E\) and \(\eta\) real. Then \(\mu_k=(1-\alpha\eta)+i\alpha(E-l_k)\), and

\[
|\mu_k|^2=(1-\alpha\eta)^2+\alpha^2(E-l_k)^2
=1-\alpha\bigl(2\eta-\alpha|z-l_k|^2\bigr).
\]

Because \(\alpha>0\), \(|\mu_k|<1\) holds exactly when \(\alpha|z-l_k|^2<2\eta\).

If this is true for every \(k\), each term \(c_k\mu_k^m\varphi_k\) tends to zero, and so does their finite sum. Conversely, suppose that \(|\mu_k|\ge1\) for some \(k\). Start from \(x_0=x_*+\varphi_k\). The error is then \(\mu_k^m\varphi_k\), whose Euclidean norm \(|\mu_k|^m\) never falls below one, so this start does not lead to \(x_*\).

When the inequality is assumed, it already keeps \(z\) away from the eigenvalues: \(z=l_k\) would make \(z\) real and turn the inequality into \(0<0\).

For \(\eta>0\), an explicit range of safe steps is \(0<\alpha<\alpha_0\) with

\[
\alpha_0=\frac{2\eta}{1+\sum_j|z-l_j|^2},
\]

because then \(\alpha|z-l_k|^2\le\alpha\sum_j|z-l_j|^2<\alpha\bigl(1+\sum_j|z-l_j|^2\bigr)<2\eta\). This \(\alpha_0\) is a convenient bound and not the largest possible one.

## A single level

For a \(1\times1\) matrix \(H=(l)\) and \(z=l+i\eta\) with \(\eta>0\), the factor is \(\mu=1-\alpha\eta\), and the criterion reads \(\alpha\eta<2\). At \(\alpha=1/\eta\) the factor vanishes and one step gives the exact answer \(b/(i\eta)\). At \(\alpha=2/\eta\) the factor is \(-1\), and any nonzero error changes sign forever without shrinking.

## How the Lean statements express this

The finite type `n` labels the basis states, `H : Matrix n n ℂ` is the Hamiltonian, and vectors are functions `n → ℂ`. The hypothesis `hH : H.IsHermitian` supplies the real eigenvalues `hH.eigenvalues k`, listed with multiplicity and also labelled by `n`. The definition `green` is the matrix inverse of \(z\cdot1-H\), and `dampedStep` is one update. The expression `(dampedStep H z α b)^[m] x₀` applies it `m` times, so it is \(x_m\). Convergence, written with `Tendsto`, is convergence of vectors in finite dimension, which means convergence of every component.

There are three final theorems:

- `tendsto_green_iff` is the equivalence. It assumes \(\alpha>0\) and, through `hz`, that \(z\) is not an eigenvalue. The source \(b\) is fixed, while the starting vector is quantified inside the left-hand side. A particular start may therefore converge even when the inequality fails; the solution itself is one.
- `tendsto_green` is the sufficient direction for any \(b\) and \(x_0\), with no separate hypothesis on \(z\).
- `exists_damping_threshold` assumes \(\mathrm{Im}\,z>0\) and provides one \(\alpha_0>0\) that serves all sources and all starts.

The sign convention of the update suits \(\mathrm{Im}\,z>0\), the retarded side. As soon as there is at least one level, the inequality forces this sign. The theorems concern exact arithmetic and finite matrices; rounding errors and operators on infinite-dimensional spaces are not treated.

The target could also have been modelled as a vector \(x_*\) assumed to satisfy \((z-H)x_*=b\). The error recursion would then need no invertibility argument, but the theorem would speak of a solution of the linear system, and a further step would be required to identify it with \(G(z)b\).

## The complete file

```lean
import Mathlib

open Matrix Filter Topology

namespace DampedResolventIteration

noncomputable section

variable {n : Type*} [Fintype n] [DecidableEq n]

/-- The Green's matrix `G(z) = (z - H)⁻¹`. -/
def green (H : Matrix n n ℂ) (z : ℂ) : Matrix n n ℂ := (z • (1 : Matrix n n ℂ) - H)⁻¹

/-- One damped update `x ↦ x - i α (b - (z - H) x)`. -/
def dampedStep (H : Matrix n n ℂ) (z : ℂ) (α : ℝ) (b x : n → ℂ) : n → ℂ :=
  x - (Complex.I * α) • (b - (z • (1 : Matrix n n ℂ) - H) *ᵥ x)

/-- The factor `1 + i α (z - l)` belonging to an energy `l`. -/
def dampingFactor (z : ℂ) (α l : ℝ) : ℂ := 1 + Complex.I * α * (z - l)

/-- The `k`-th orthonormal eigenvector of `H`, as a plain vector of amplitudes. -/
def eigenmode {H : Matrix n n ℂ} (hH : H.IsHermitian) (k : n) : n → ℂ :=
  (hH.eigenvectorBasis k).ofLp

/-- Every vector is a superposition of the eigenmodes of a Hermitian matrix `H`. -/
theorem exists_eigenmode_expansion {H : Matrix n n ℂ} (hH : H.IsHermitian) (x : n → ℂ) :
    ∃ c : n → ℂ, x = ∑ k, c k • eigenmode hH k := by
  refine ⟨fun k => hH.eigenvectorBasis.repr (WithLp.toLp 2 x) k, ?_⟩
  have h := congrArg (WithLp.linearEquiv 2 ℂ (n → ℂ))
    (hH.eigenvectorBasis.sum_repr (WithLp.toLp 2 x))
  rw [map_sum] at h
  simp only [map_smul] at h
  exact h.symm

/-- The matrix `z - H` multiplies the amplitude of each eigenmode by `z - l_k`. -/
theorem shifted_mulVec_sum {H : Matrix n n ℂ} (hH : H.IsHermitian) (z : ℂ) (c : n → ℂ) :
    (z • (1 : Matrix n n ℂ) - H) *ᵥ (∑ k, c k • eigenmode hH k)
      = ∑ k, (c k * (z - hH.eigenvalues k)) • eigenmode hH k := by
  have hmode : ∀ k, H *ᵥ eigenmode hH k = (hH.eigenvalues k : ℂ) • eigenmode hH k := by
    intro k
    exact (hH.mulVec_eigenvectorBasis k).trans (by ext j; simp [eigenmode])
  rw [← Matrix.mulVecLin_apply, map_sum]
  refine Finset.sum_congr rfl fun k _ => ?_
  rw [map_smul, Matrix.mulVecLin_apply, Matrix.sub_mulVec, Matrix.smul_mulVec,
    Matrix.one_mulVec, hmode, ← sub_smul, smul_smul]

/-- If `z` is not an eigenvalue of `H`, then `x = G(z) b` solves `(z - H) x = b`. -/
theorem green_solves {H : Matrix n n ℂ} (hH : H.IsHermitian) {z : ℂ}
    (hz : ∀ k, z ≠ (hH.eigenvalues k : ℂ)) (b : n → ℂ) :
    (z • (1 : Matrix n n ℂ) - H) *ᵥ (green H z *ᵥ b) = b := by
  -- dividing each amplitude by `z - l_k` shows that `z - H` is surjective
  have hunit : IsUnit (z • (1 : Matrix n n ℂ) - H) := by
    rw [← Matrix.mulVec_surjective_iff_isUnit]
    intro y
    obtain ⟨c, hc⟩ := exists_eigenmode_expansion hH y
    refine ⟨∑ k, (c k / (z - hH.eigenvalues k)) • eigenmode hH k, ?_⟩
    rw [shifted_mulVec_sum, hc]
    refine Finset.sum_congr rfl fun k _ => ?_
    rw [div_mul_cancel₀ _ (sub_ne_zero.2 (hz k))]
  rw [green, Matrix.mulVec_mulVec,
    Matrix.mul_nonsing_inv _ ((Matrix.isUnit_iff_isUnit_det _).1 hunit), Matrix.one_mulVec]

/-- For `α > 0` the factor `1 + i α (z - l)` has modulus below one exactly when
`α |z - l|² < 2 Im z`. -/
theorem norm_dampingFactor_lt_one_iff (z : ℂ) {α : ℝ} (hα : 0 < α) (l : ℝ) :
    ‖dampingFactor z α l‖ < 1 ↔ α * ‖z - l‖ ^ 2 < 2 * z.im := by
  have hsq : ‖dampingFactor z α l‖ ^ 2 = 1 - α * (2 * z.im - α * ‖z - l‖ ^ 2) := by
    simp only [← Complex.normSq_eq_norm_sq, Complex.normSq_apply, dampingFactor,
      Complex.add_re, Complex.add_im, Complex.mul_re, Complex.mul_im, Complex.sub_re,
      Complex.sub_im, Complex.one_re, Complex.one_im, Complex.I_re, Complex.I_im,
      Complex.ofReal_re, Complex.ofReal_im]
    ring
  have h0 := norm_nonneg (dampingFactor z α l)
  constructor
  · intro h
    have h1 : 0 < α * (2 * z.im - α * ‖z - l‖ ^ 2) := by nlinarith
    exact sub_pos.1 ((mul_pos_iff_of_pos_left hα).1 h1)
  · intro h
    have h1 := mul_pos hα (sub_pos.2 h)
    by_contra h2
    have h3 := not_lt.1 h2
    nlinarith

/-- For Hermitian `H` and `z` not an eigenvalue of `H`, after `m` steps the error relative to `G(z)
b` along eigenmode `k` has been multiplied by the `m`-th power of `1 + i α (z - l_k)`. -/
theorem iterate_error {H : Matrix n n ℂ} (hH : H.IsHermitian) {z : ℂ}
    (hz : ∀ k, z ≠ (hH.eigenvalues k : ℂ)) (α : ℝ) (b c : n → ℂ) (m : ℕ) :
    (dampedStep H z α b)^[m] (green H z *ᵥ b + ∑ k, c k • eigenmode hH k)
      = green H z *ᵥ b
        + ∑ k, (c k * dampingFactor z α (hH.eigenvalues k) ^ m) • eigenmode hH k := by
  -- a single step, for arbitrary error amplitudes `d`
  have hstep : ∀ d : n → ℂ,
      dampedStep H z α b (green H z *ᵥ b + ∑ k, d k • eigenmode hH k)
        = green H z *ᵥ b
          + ∑ k, (d k * dampingFactor z α (hH.eigenvalues k)) • eigenmode hH k := by
    intro d
    have hsum : ∑ k, (d k * dampingFactor z α (hH.eigenvalues k)) • eigenmode hH k
        = ∑ k, d k • eigenmode hH k + (Complex.I * α) •
          ∑ k, (d k * (z - hH.eigenvalues k)) • eigenmode hH k := by
      rw [Finset.smul_sum, ← Finset.sum_add_distrib]
      refine Finset.sum_congr rfl fun k _ => ?_
      simp only [dampingFactor]
      module
    rw [dampedStep, Matrix.mulVec_add, green_solves hH hz, shifted_mulVec_sum, hsum]
    module
  induction m with
  | zero => simp
  | succ m ih =>
    rw [Function.iterate_succ_apply', ih, hstep]
    simp only [pow_succ, mul_assoc]

/-- For `α > 0` and `z` not an eigenvalue of the Hermitian matrix `H`, the damped iteration
converges to `G(z) b` from every start if and only if `α |z - l_k|² < 2 Im z` for all `k`. -/
theorem tendsto_green_iff {H : Matrix n n ℂ} (hH : H.IsHermitian) {z : ℂ}
    (hz : ∀ k, z ≠ (hH.eigenvalues k : ℂ)) {α : ℝ} (hα : 0 < α) (b : n → ℂ) :
    (∀ x₀, Tendsto (fun m : ℕ => (dampedStep H z α b)^[m] x₀) atTop (𝓝 (green H z *ᵥ b)))
      ↔ ∀ k, α * ‖z - hH.eigenvalues k‖ ^ 2 < 2 * z.im := by
  constructor
  · intro h k
    rw [← norm_dampingFactor_lt_one_iff z hα]
    by_contra hk
    have hk1 := not_lt.1 hk
    -- start with an error along the single eigenmode `k`
    have hit : ∀ m : ℕ, (dampedStep H z α b)^[m] (green H z *ᵥ b + eigenmode hH k)
        = green H z *ᵥ b + dampingFactor z α (hH.eigenvalues k) ^ m • eigenmode hH k := by
      intro m
      have h1 := iterate_error hH hz α b (fun i => if i = k then 1 else 0) m
      simpa [ite_smul, ite_mul] using h1
    have hlim := (h (green H z *ᵥ b + eigenmode hH k)).sub_const (green H z *ᵥ b)
    simp only [hit, add_sub_cancel_left, sub_self] at hlim
    have hzero : eigenmode hH k = 0 := by
      ext j
      have hj := ((continuous_apply j).tendsto (0 : n → ℂ)).comp hlim
      have hle : ‖eigenmode hH k j‖ ≤ ‖(0 : n → ℂ) j‖ := by
        refine ge_of_tendsto' hj.norm fun m => ?_
        simp only [Function.comp_apply, Pi.smul_apply, smul_eq_mul, norm_mul, norm_pow]
        exact le_mul_of_one_le_left (norm_nonneg _) (one_le_pow₀ hk1)
      simpa using hle
    exact hH.eigenvectorBasis.orthonormal.ne_zero k
      ((WithLp.linearEquiv 2 ℂ (n → ℂ)).map_eq_zero_iff.1 hzero)
  · intro h x₀
    obtain ⟨c, hc⟩ := exists_eigenmode_expansion hH (x₀ - green H z *ᵥ b)
    have hx : x₀ = green H z *ᵥ b + ∑ k, c k • eigenmode hH k := by
      rw [← hc]; abel
    -- every eigenmode of the error decays geometrically
    have hsum := tendsto_finsetSum Finset.univ fun k (_ : k ∈ Finset.univ) =>
      ((tendsto_pow_atTop_nhds_zero_of_norm_lt_one
        ((norm_dampingFactor_lt_one_iff z hα (hH.eigenvalues k)).2 (h k))).const_mul
          (c k)).smul_const (eigenmode hH k)
    have hlim := hsum.const_add (green H z *ᵥ b)
    simp only [mul_zero, zero_smul, Finset.sum_const_zero, add_zero] at hlim
    rw [hx]
    simp only [iterate_error hH hz]
    exact hlim

/-- If `α > 0` and `α |z - l_k|² < 2 Im z` for every eigenvalue `l_k` of the Hermitian matrix `H`,
the damped iteration converges to `G(z) b` from any start. -/
theorem tendsto_green {H : Matrix n n ℂ} (hH : H.IsHermitian) {z : ℂ} {α : ℝ} (hα : 0 < α)
    (h : ∀ k, α * ‖z - hH.eigenvalues k‖ ^ 2 < 2 * z.im) (b x₀ : n → ℂ) :
    Tendsto (fun m : ℕ => (dampedStep H z α b)^[m] x₀) atTop (𝓝 (green H z *ᵥ b)) := by
  refine (tendsto_green_iff hH (fun k hk => ?_) hα b).2 h x₀
  -- an eigenvalue is real, which would make the right-hand side vanish
  have him : z.im = 0 := by rw [hk, Complex.ofReal_im]
  have h1 := h k
  have h2 : 0 ≤ α * ‖z - hH.eigenvalues k‖ ^ 2 := by positivity
  linarith

/-- For Hermitian `H` and `Im z > 0` there is a threshold `α₀ > 0` such that the iteration with
any `0 < α < α₀` converges to `G(z) b`, for every `b` and every start. -/
theorem exists_damping_threshold {H : Matrix n n ℂ} (hH : H.IsHermitian) {z : ℂ}
    (hz : 0 < z.im) :
    ∃ α₀ : ℝ, 0 < α₀ ∧ ∀ α : ℝ, 0 < α → α < α₀ → ∀ b x₀ : n → ℂ,
      Tendsto (fun m : ℕ => (dampedStep H z α b)^[m] x₀) atTop (𝓝 (green H z *ᵥ b)) := by
  have hS : 0 < 1 + ∑ k, ‖z - hH.eigenvalues k‖ ^ 2 := by positivity
  refine ⟨2 * z.im / (1 + ∑ k, ‖z - hH.eigenvalues k‖ ^ 2), by positivity, ?_⟩
  intro α hα hlt b x₀
  refine tendsto_green hH hα (fun k => ?_) b x₀
  have h1 := (lt_div_iff₀ hS).1 hlt
  have h2 : ‖z - hH.eigenvalues k‖ ^ 2 ≤ ∑ i, ‖z - hH.eigenvalues i‖ ^ 2 :=
    Finset.single_le_sum (f := fun i => ‖z - hH.eigenvalues i‖ ^ 2)
      (fun i _ => by positivity) (Finset.mem_univ k)
  have h3 := mul_le_mul_of_nonneg_left h2 hα.le
  linarith

end

end DampedResolventIteration
```

```lean
#print axioms DampedResolventIteration.tendsto_green_iff
#print axioms DampedResolventIteration.exists_damping_threshold
```

```
'DampedResolventIteration.tendsto_green_iff' depends on axioms: [propext, Classical.choice, Quot.sound]
'DampedResolventIteration.exists_damping_threshold' depends on axioms: [propext, Classical.choice, Quot.sound]
```

## From eigenmodes to the error formula

`exists_eigenmode_expansion` takes the coefficients of a vector in Mathlib's orthonormal eigenbasis and transfers the expansion to plain vectors. `shifted_mulVec_sum` is the rule that \(z-H\) multiplies the amplitude of mode \(k\) by \(z-l_k\): the proof moves the matrix inside the sum by linearity and then uses the eigenvalue equation `hmode`.

`green_solves` follows the surjectivity argument. It divides each amplitude by \(z-l_k\), which `hz` permits, and uses the Mathlib fact that a square matrix is invertible exactly when its action on vectors is surjective. The inverse then cancels.

In `iterate_error`, the auxiliary statement `hstep` is the single-step calculation for arbitrary error amplitudes. There `green_solves` replaces \((z-H)x_*\) by \(b\), and the tactic `module` collects the remaining vector terms. Induction on `m` turns one factor \(\mu_k\) into the power \(\mu_k^m\).

## From the factor to convergence

`norm_dampingFactor_lt_one_iff` first proves the formula for \(|\mu_k|^2\), called `hsq`, by expanding real and imaginary parts and finishing with `ring`. The two directions then rest on the fact that a nonnegative number is below one exactly when its square is, which `nlinarith` handles, and use \(\alpha>0\) to read off the sign of the bracket.

The forward direction of `tendsto_green_iff` is the single-mode argument by contradiction. The amplitudes `if i = k then 1 else 0` select mode \(k\) in `iterate_error`, which gives `hit`. Where the derivation above used the Euclidean norm, the Lean proof works component by component: every component of the error stays at least as large in modulus as the same component of \(\varphi_k\), while its limit is zero. Hence \(\varphi_k=0\), which contradicts orthonormality.

The reverse direction expands the initial error \(x_0-G(z)b\) in eigenmodes. Each power \(\mu_k^m\) tends to zero by `tendsto_pow_atTop_nhds_zero_of_norm_lt_one`, and `tendsto_finsetSum` adds the finitely many limits.

`tendsto_green` derives the missing hypothesis on \(z\) from the inequality: an eigenvalue is real, so the right-hand side would be zero while the left-hand side is nonnegative. `exists_damping_threshold` inserts the \(\alpha_0\) given above. Its main step, `h2`, bounds one squared distance by the sum of all of them, and `linarith` completes the chain of inequalities.
